# Surface energy from a second-moment site energy $-A\sqrt Z$, relative to bond cutting at equal cohesive energy: $1/(1+\sqrt r)$, between $1/2$ and $1$, for a surface-to-bulk coordination ratio $0<r<1$

Q: Counting broken bonds on fcc (111) removes three of the twelve nearest-neighbour bonds of each surface atom and gives $E_c/4$ per atom, where $E_c$ is the cohesive energy per atom. A site energy that goes as the square root of the coordination, fitted to the same $E_c$, gives about $0.134\,E_c$ for the same unrelaxed surface. From two numbers I cannot tell whether the factor of nearly two is an error in my fit, a peculiarity of this face, or something that fades when fewer bonds are cut. My guess would have been the last. You say a checked statement settles it, and I doubt that a statement about $\sqrt r$ says anything about surfaces.

A: It settles it for two models in which the energy of an atom depends only on its coordination $Z$ and both are fitted to the same $E_c$. In the pair model each bond has strength $\varepsilon$ and is shared by two atoms, so $E^{\rm pair}(Z) = -\tfrac{\varepsilon}{2} Z$. In the second-moment model $E^{\rm sma}(Z) = -A\sqrt Z$, with a constant $A$. Let $Z_b$ be the bulk and $Z_s$ the surface coordination, and $r = Z_s/Z_b$. Setting $E(Z_b) = -E_c$ gives $A\sqrt{Z_b} = E_c$ and $\tfrac{\varepsilon}{2}Z_b = E_c$. The surface energy per surface atom is $\gamma = E(Z_s) - E(Z_b)$, so

$$\gamma^{\rm sma} = A\sqrt{Z_b} - A\sqrt{Z_s} = A\sqrt{Z_b}\left(1 - \frac{\sqrt{Z_s}}{\sqrt{Z_b}}\right) = E_c\,(1-\sqrt r),$$

$$\gamma^{\rm cut} = \tfrac{\varepsilon}{2}Z_b - \tfrac{\varepsilon}{2}Z_s = E_c\,(1-r).$$

In the quotient $E_c$ cancels, and $1-r = (1-\sqrt r)(1+\sqrt r)$ gives

$$R(r) = \frac{1-\sqrt r}{1-r} = \frac{1}{1+\sqrt r}.$$

For $0<r<1$ we have $0<\sqrt r<1$, so $1 < 1+\sqrt r < 2$ and $\tfrac12 < R < 1$. The denominator grows with $r$, so $R$ falls, from $1$ as $r\to0^+$ to $\tfrac12$ as $r\to1^-$. Your guess is therefore reversed: the relative disagreement is largest when the smallest fraction of bonds is cut. At $r=3/4$, $R = 4-2\sqrt3 \approx 0.5359$.

Q: The square root carries all the physics. Where is it derived?

A: It is postulated. It stands for a tight-binding argument. With one orbital per site and a hopping integral $\beta$ between nearest neighbours, the second moment of the local density of states about the on-site level is $Z\beta^2$. If the shape and the filling of the local band are held fixed, its width and the bonding energy scale as $|\beta|\sqrt Z$, and $A$ absorbs $|\beta|$ and the factor that depends on filling. Within a non-interacting, nearest-neighbour, fixed-shape band picture, the result gives the factor between the band estimate of a surface energy and the estimate from additive bonds. The Lean code starts from the two energy laws as definitions.

```lean
import Mathlib

open Filter Topology Set

namespace SecondMomentSurfaceEnergy

noncomputable section

/-- Energy of an atom with coordination `Z` in the second-moment approximation: `-A √Z`. -/
def smaEnergy (A Z : ℝ) : ℝ := -A * √Z

/-- Energy of an atom with `Z` bonds of strength `ε`, each shared between two atoms. -/
def pairEnergy (ε Z : ℝ) : ℝ := -(ε / 2) * Z

/-- Surface energy per surface atom for a site energy `E`: the energy at surface coordination
`Zs` minus the energy at bulk coordination `Zb`. -/
def surfaceEnergy (E : ℝ → ℝ) (Zs Zb : ℝ) : ℝ := E Zs - E Zb
```

Q: `Z` is a real number there, and `surfaceEnergy` mentions no surface, no area and no lattice.

A: Integer coordinations are a special case of real ones, and real values allow the limit $r\to1$ as well as effective, non-integer coordinations. Geometry enters only through the values `Zs` and `Zb`. The definition `E Zs - E Zb` is the excess energy of one surface atom over one bulk atom, positive when the surface atom is less strongly bound. An energy per area follows on dividing by the area per surface atom, which is the same in both models and cancels in the ratio. The definition assumes that bond lengths, and hence $A$ and $\varepsilon$, are the same at the surface as in the bulk. Relaxation, reconstruction, charge transfer, temperature and any repulsive term are absent. The next three definitions are the energies in units of $E_c$ and their quotient $R$.

```lean
/-- Reduced second-moment surface energy `1 - √r` at coordination ratio `r`. -/
def smaReduced (r : ℝ) : ℝ := 1 - √r

/-- Reduced bond-cutting surface energy `1 - r` at coordination ratio `r`. -/
def cutReduced (r : ℝ) : ℝ := 1 - r

/-- Reduced second-moment surface energy divided by the reduced bond-cutting value. -/
def ratio (r : ℝ) : ℝ := smaReduced r / cutReduced r
```

Q: Here my doubt is sharpest. `smaReduced` is simply declared to be `1 - √r`. Anything proved about `ratio` is school algebra with suggestive names.

A: The link is made by two theorems, which derive the reduced forms from the energy laws. The hypothesis `hcal` is the calibration: `smaEnergy A Zb = -Ec` says that the bulk site energy is minus the cohesive energy. The conclusion is $\gamma^{\rm sma} = E_c(1-\sqrt{Z_s/Z_b})$ for $Z_s\ge0$ and $Z_b>0$, with no need for $Z_s<Z_b$ or a sign of $E_c$. In the proof, `hE` is the calibration solved as $E_c = A\sqrt{Z_b}$, `Real.sqrt_div` splits $\sqrt{Z_s/Z_b}$ into a quotient of roots, and `hq` is $\sqrt{Z_b}\,(\sqrt{Z_s}/\sqrt{Z_b}) = \sqrt{Z_s}$. Multiplying `hq` by $A$ yields the factoring of $A\sqrt{Z_b}$ in the first display, which is what `linear_combination A * hq` confirms.

```lean
/-- With the bulk energy fixed to `-Ec`, the second-moment surface energy is
`Ec (1 - √(Zs/Zb))`. -/
theorem sma_surfaceEnergy {A Ec Zs Zb : ℝ} (hZs : 0 ≤ Zs) (hZb : 0 < Zb)
    (hcal : smaEnergy A Zb = -Ec) :
    surfaceEnergy (smaEnergy A) Zs Zb = Ec * smaReduced (Zs / Zb) := by
  have hne : √Zb ≠ 0 := (Real.sqrt_pos.mpr hZb).ne'
  have hE : Ec = A * √Zb := by
    unfold smaEnergy at hcal
    linarith
  have hq : √Zb * (√Zs / √Zb) = √Zs := by field_simp
  unfold surfaceEnergy smaEnergy smaReduced
  rw [Real.sqrt_div hZs, hE]
  linear_combination A * hq
```

The pair model runs the same way, with $E_c = \tfrac{\varepsilon}{2}Z_b$ as `hE` and $Z_b\,(Z_s/Z_b) = Z_s$ as `hq`.

```lean
/-- With the bulk energy fixed to `-Ec`, the bond-cutting surface energy is
`Ec (1 - Zs/Zb)`. -/
theorem cut_surfaceEnergy {ε Ec Zs Zb : ℝ} (hZb : 0 < Zb)
    (hcal : pairEnergy ε Zb = -Ec) :
    surfaceEnergy (pairEnergy ε) Zs Zb = Ec * cutReduced (Zs / Zb) := by
  have hne : Zb ≠ 0 := hZb.ne'
  have hE : Ec = ε / 2 * Zb := by
    unfold pairEnergy at hcal
    linarith
  have hq : Zb * (Zs / Zb) = Zs := by field_simp
  unfold surfaceEnergy pairEnergy cutReduced
  rw [hE]
  linear_combination (ε / 2) * hq
```

Q: Accepted. Then the closed form. Why does it exclude $r=1$, where $1/(1+\sqrt r)$ is harmless?

A: At $r=1$ both energies vanish and the quotient is $0/0$, which Lean evaluates to $0$, so `ratio 1` is not $\tfrac12$ and the value at that end is stated as a limit. On $0\le r<1$ the proof cross-multiplies with `div_eq_div_iff`, using $1-r\ne0$ and $1+\sqrt r\neq0$. What remains is $(1-\sqrt r)(1+\sqrt r) = 1-r$, which follows from `hsq`, the identity $\sqrt r\,\sqrt r = r$.

```lean
/-- For `0 ≤ r < 1` the ratio of the reduced surface energies equals `1 / (1 + √r)`. -/
theorem ratio_eq {r : ℝ} (h0 : 0 ≤ r) (h1 : r < 1) : ratio r = 1 / (1 + √r) := by
  have hsq : √r * √r = r := Real.mul_self_sqrt h0
  have hd : 1 - r ≠ 0 := (sub_pos.mpr h1).ne'
  have hp : 1 + √r ≠ 0 := by positivity
  unfold ratio smaReduced cutReduced
  -- difference of squares: 1 - r = (1 - √r)(1 + √r)
  rw [div_eq_div_iff hd hp]
  linear_combination (-1) * hsq
```

For the strict bounds $r=0$ is excluded as well, since an atom with no neighbours costs $E_c$ in both models and $R(0)=1$. The step `hs1` shows $\sqrt r<1$: were $\sqrt r\ge1$, its square $r$ would be at least $1$. The lower bound is the inversion of $1+\sqrt r<2$, and the upper bound reduces by `div_lt_one` to $1<1+\sqrt r$.

```lean
/-- For `0 < r < 1` the ratio lies strictly between `1/2` and `1`. -/
theorem ratio_bounds {r : ℝ} (h0 : 0 < r) (h1 : r < 1) : 1 / 2 < ratio r ∧ ratio r < 1 := by
  have hsq : √r * √r = r := Real.mul_self_sqrt h0.le
  have hs0 : 0 < √r := Real.sqrt_pos.mpr h0
  have hs1 : √r < 1 := by nlinarith
  have hp : 0 < 1 + √r := by linarith
  rw [ratio_eq h0.le h1]
  refine ⟨one_div_lt_one_div_of_lt hp (by linarith), ?_⟩
  rw [div_lt_one hp]
  linarith
```

Q: And the trend with $r$, and the limit that contradicts my guess?

A: `StrictAntiOn ratio (Ico 0 1)` says that for $0\le a<b<1$ one has $R(b)<R(a)$. The proof notes $\sqrt a<\sqrt b$, rewrites both values in closed form and inverts the inequality between the denominators.

```lean
/-- The ratio is strictly decreasing in the coordination ratio `r` on `[0, 1)`. -/
theorem ratio_strictAntiOn : StrictAntiOn ratio (Ico 0 1) := by
  intro a ha b hb hab
  have hs : √a < √b := Real.sqrt_lt_sqrt ha.1 hab
  rw [ratio_eq ha.1 ha.2, ratio_eq hb.1 hb.2]
  exact one_div_lt_one_div_of_lt (by positivity) (by linarith)
```

In the limits, `𝓝[<] 1` means approach to $1$ from below and `𝓝[>] 0` approach to $0$ from above. The proof shows in `hc` that $1/(1+\sqrt r)$ is continuous, evaluates it at $1$ and at $0$, and restricts each limit to one side. Then `filter_upwards` works on the interval $(0,1)$, which fills a one-sided neighbourhood of either end and on which `ratio_eq` holds, and `h.congr'` transfers the limit to `ratio`. Approach to $1$ from above, which would describe overcoordinated atoms, is not treated.

```lean
/-- The ratio tends to `1/2` as `r` tends to `1` from below, and to `1` as `r` tends to `0`
from above. -/
theorem ratio_limits :
    Tendsto ratio (𝓝[<] 1) (𝓝 (1 / 2)) ∧ Tendsto ratio (𝓝[>] 0) (𝓝 1) := by
  have hden : Continuous fun r : ℝ => 1 + √r := by fun_prop
  have hc : Continuous fun r : ℝ => 1 / (1 + √r) :=
    Continuous.div continuous_const hden (fun x => by positivity)
  -- near both ends the ratio agrees with the continuous closed form
  constructor
  · have h : Tendsto (fun r : ℝ => 1 / (1 + √r)) (𝓝[<] 1) (𝓝 (1 / 2)) :=
      (hc.tendsto' 1 (1 / 2) (by simp only [Real.sqrt_one]; norm_num)).mono_left
        nhdsWithin_le_nhds
    refine h.congr' ?_
    filter_upwards [Ioo_mem_nhdsLT (zero_lt_one' ℝ)] with r hr
    exact (ratio_eq hr.1.le hr.2).symm
  · have h : Tendsto (fun r : ℝ => 1 / (1 + √r)) (𝓝[>] 0) (𝓝 1) :=
      (hc.tendsto' 0 1 (by simp)).mono_left nhdsWithin_le_nhds
    refine h.congr' ?_
    filter_upwards [Ioo_mem_nhdsGT (zero_lt_one' ℝ)] with r hr
    exact (ratio_eq hr.1.le hr.2).symm
```

Q: I want one statement about the energies themselves, with every assumption visible.

A: `surfaceEnergy_ratio` is that statement. It takes $E_c>0$ (a bound solid), $0<Z_s<Z_b$ (an undercoordinated atom that keeps some neighbours), and the two calibrations `hA` and `hε` with the same `Ec`. It concludes that $\gamma^{\rm sma}/\gamma^{\rm cut} = 1/(1+\sqrt{Z_s/Z_b})$ and that this lies strictly between $\tfrac12$ and $1$. The common calibration is assumed, and it fixes $A = E_c/\sqrt{Z_b}$ and $\varepsilon = 2E_c/Z_b$. It expresses the choice to compare two descriptions of the same solid; a different matching, for instance of the energy of a dimer, would give a different ratio. The proof rewrites both energies with the two calibration theorems, cancels $E_c$ by `mul_div_mul_left`, and quotes `ratio_eq` and `ratio_bounds` at $r=Z_s/Z_b$.

```lean
/-- If both models give the same bulk energy `-Ec < 0` and `0 < Zs < Zb`, the second-moment
surface energy divided by the bond-cutting one is `1 / (1 + √(Zs/Zb))` and lies strictly
between `1/2` and `1`. -/
theorem surfaceEnergy_ratio {A ε Ec Zs Zb : ℝ} (hEc : 0 < Ec) (hZs : 0 < Zs) (hZ : Zs < Zb)
    (hA : smaEnergy A Zb = -Ec) (hε : pairEnergy ε Zb = -Ec) :
    surfaceEnergy (smaEnergy A) Zs Zb / surfaceEnergy (pairEnergy ε) Zs Zb
        = 1 / (1 + √(Zs / Zb)) ∧
      1 / 2 < surfaceEnergy (smaEnergy A) Zs Zb / surfaceEnergy (pairEnergy ε) Zs Zb ∧
      surfaceEnergy (smaEnergy A) Zs Zb / surfaceEnergy (pairEnergy ε) Zs Zb < 1 := by
  have hZb : 0 < Zb := hZs.trans hZ
  have h0 : 0 < Zs / Zb := div_pos hZs hZb
  have h1 : Zs / Zb < 1 := (div_lt_one hZb).mpr hZ
  -- the cohesive energy cancels
  rw [sma_surfaceEnergy hZs.le hZb hA, cut_surfaceEnergy hZb hε, mul_div_mul_left _ _ hEc.ne']
  exact ⟨ratio_eq h0.le h1, ratio_bounds h0 h1⟩
```

Q: For fcc (111), does anything check that the coordinations are $9$ and $12$?

A: No lattice is constructed. The numbers are inserted: twelve nearest neighbours in the bulk, and at the surface six in the plane and three below. The name `fcc111` records that reading. Given them, the proof replaces the ratio by $1/(1+s)$ with $s=\sqrt{9/12}$ and, through `generalize`, keeps only $s^2 = 3/4$ and $s\ge0$. Since $0.866^2 = 0.749956 < 0.75 < 0.75012921 = 0.8661^2$, we have $0.866<s<0.8661$, which are `hlo` and `hhi`. Clearing the denominator, $0.535\,(1+s) < 0.535\times1.8661 < 1$ and $0.536\,(1+s) > 0.536\times1.866 > 1$. So $0.535<R<0.536$, and the number you started from is what the two models give when fitted correctly.

```lean
/-- For coordinations `Zs = 9`, `Zb = 12` and a common bulk energy `-Ec < 0`, the ratio of the two
surface energies lies between `0.535` and `0.536`. -/
theorem fcc111 {A ε Ec : ℝ} (hEc : 0 < Ec)
    (hA : smaEnergy A 12 = -Ec) (hε : pairEnergy ε 12 = -Ec) :
    0.535 < surfaceEnergy (smaEnergy A) 9 12 / surfaceEnergy (pairEnergy ε) 9 12 ∧
      surfaceEnergy (smaEnergy A) 9 12 / surfaceEnergy (pairEnergy ε) 9 12 < 0.536 := by
  rw [(surfaceEnergy_ratio hEc (by norm_num) (by norm_num) hA hε).1]
  have hsq : √(9 / 12 : ℝ) * √(9 / 12 : ℝ) = 9 / 12 := Real.mul_self_sqrt (by norm_num)
  have hs0 : 0 ≤ √(9 / 12 : ℝ) := Real.sqrt_nonneg _
  generalize √(9 / 12 : ℝ) = s at hsq hs0 ⊢
  have hlo : 866 / 1000 < s := by nlinarith
  have hhi : s < 8661 / 10000 := by nlinarith
  have hp : 0 < 1 + s := by linarith
  constructor
  · rw [lt_div_iff₀ hp]
    linarith
  · rw [div_lt_iff₀ hp]
    linarith
```

Q: Open faces and steps have several kinds of undercoordinated atom. One ratio $r$ does not describe them.

A: Take a finite nonempty set $s$ of sites, with a ratio $r_i\in(0,1)$ at each site $i$. Multiplying the single-site bounds by $1-r_i>0$ gives $\tfrac12(1-r_i) < 1-\sqrt{r_i} < 1-r_i$. Adding over $i$ keeps the inequalities strict because there is at least one site, and dividing by the positive sum $\sum_i(1-r_i)$ gives

$$\frac12 < \frac{\sum_i (1-\sqrt{r_i})}{\sum_i(1-r_i)} < 1 .$$

In the proof `hsum` is the positivity of the denominator and `Finset.sum_lt_sum_of_nonempty` does the addition. With one site the statement is `ratio_bounds` again. It is phrased for the reduced energies, which presumes the same $E_c$ at every site, as in an elemental crystal whose bulk sites are all equivalent. Fully coordinated sites have $r_i=1$, add zero to both sums and are left out of $s$.

```lean
/-- For a finite nonempty set of sites with coordination ratios in `(0, 1)`, the summed reduced
second-moment energy divided by the summed bond-cutting one lies strictly between `1/2`
and `1`. -/
theorem multisite_ratio {ι : Type*} (s : Finset ι) (hs : s.Nonempty) (r : ι → ℝ)
    (hr : ∀ i ∈ s, 0 < r i ∧ r i < 1) :
    1 / 2 < (∑ i ∈ s, smaReduced (r i)) / (∑ i ∈ s, cutReduced (r i)) ∧
      (∑ i ∈ s, smaReduced (r i)) / (∑ i ∈ s, cutReduced (r i)) < 1 := by
  have hpos : ∀ i ∈ s, 0 < cutReduced (r i) := fun i hi => sub_pos.mpr (hr i hi).2
  have hsum : 0 < ∑ i ∈ s, cutReduced (r i) := Finset.sum_pos hpos hs
  -- add up the site-by-site inequalities
  constructor
  · rw [lt_div_iff₀ hsum, Finset.mul_sum]
    exact Finset.sum_lt_sum_of_nonempty hs fun i hi =>
      (lt_div_iff₀ (hpos i hi)).mp (ratio_bounds (hr i hi).1 (hr i hi).2).1
  · rw [div_lt_one hsum]
    exact Finset.sum_lt_sum_of_nonempty hs fun i hi =>
      (div_lt_one (hpos i hi)).mp (ratio_bounds (hr i hi).1 (hr i hi).2).2
```

Q: If the square root is a postulate, how much survives another exponent?

A: For a reduced energy $1-r^p$ with $0<p<1$ and $0<r<1$, the ratio to $1-r$ lies strictly between $p$ and $1$. Bernoulli's inequality $(1+x)^p<1+px$, valid for $x\ge-1$, $x\ne0$, gives at $x=r-1$ the bound $r^p<1-p(1-r)$, hence $1-r^p>p\,(1-r)$. That is the first `hb`. The second is $r^1<r^p$, true because a base below $1$ decreases under a larger exponent, and it gives $1-r^p<1-r$. At $p=\tfrac12$ the interval is again $(\tfrac12,1)$. The theorem is stated for the reduced form directly; the calibration of a law $-A Z^p$ and the limit as $r\to1$ are not part of it.

```lean
/-- For an exponent `0 < p < 1` and `0 < r < 1`, the power-law reduced surface energy
`1 - r ^ p` divided by the bond-cutting value lies strictly between `p` and `1`. -/
theorem powerLaw_ratio {p r : ℝ} (hp0 : 0 < p) (hp1 : p < 1) (h0 : 0 < r) (h1 : r < 1) :
    p < (1 - r ^ p) / cutReduced r ∧ (1 - r ^ p) / cutReduced r < 1 := by
  have hd : 0 < 1 - r := sub_pos.mpr h1
  unfold cutReduced
  constructor
  · -- Bernoulli's inequality: r ^ p < 1 + p (r - 1)
    have hb := rpow_one_add_lt_one_add_mul_self (s := r - 1) (by linarith)
      (sub_neg.mpr h1).ne hp0 hp1
    have he : 1 + (r - 1) = r := by ring
    rw [he] at hb
    rw [lt_div_iff₀ hd]
    linarith
  · have hb : r ^ (1 : ℝ) < r ^ p := Real.rpow_lt_rpow_of_exponent_gt h0 h1 hp1
    rw [Real.rpow_one] at hb
    rw [div_lt_one hd]
    linarith

end

end SecondMomentSurfaceEnergy
```

```lean
#print axioms SecondMomentSurfaceEnergy.surfaceEnergy_ratio
-- 'SecondMomentSurfaceEnergy.surfaceEnergy_ratio' depends on axioms: [propext, Classical.choice, Quot.sound]
#print axioms SecondMomentSurfaceEnergy.fcc111
-- 'SecondMomentSurfaceEnergy.fcc111' depends on axioms: [propext, Classical.choice, Quot.sound]
#print axioms SecondMomentSurfaceEnergy.multisite_ratio
-- 'SecondMomentSurfaceEnergy.multisite_ratio' depends on axioms: [propext, Classical.choice, Quot.sound]
#print axioms SecondMomentSurfaceEnergy.powerLaw_ratio
-- 'SecondMomentSurfaceEnergy.powerLaw_ratio' depends on axioms: [propext, Classical.choice, Quot.sound]
```

Q: Does the same algebra reach anything besides flat surfaces?

A: An unrelaxed vacancy is the same kind of sum. Moving an atom from the interior to a kink site at the surface, where adding it lowers the total energy by $E_c$, leaves $Z_b$ neighbours with coordination $Z_b-1$, each with $r = 1-1/Z_b$. Bond cutting then gives $Z_b\,E_c/Z_b = E_c$, and the second-moment value is $E_c/(1+\sqrt{1-1/Z_b})$, about $0.511\,E_c$ for $Z_b=12$, close to the limit $\tfrac12$.

Q: And what would I see in a program?

A: For an unrelaxed slab, build a neighbour list with a cutoff between the first and second shells, count $Z_i$ for every atom, accumulate $E_c(1-\sqrt{Z_i/Z_b})$ and $E_c(1-Z_i/Z_b)$, and divide each total by the area of the two faces. The quotient of the totals should be near $0.5359$ for fcc (111). For fcc (110), with coordinations $7$ and $11$ in the first two layers, it should be near $0.558$. In a potential whose embedding term is $-\sqrt{\rho_i}$, with $\rho_i$ a sum of neighbour contributions, $\rho_i$ is proportional to $Z_i$ when only equidistant nearest neighbours contribute, so that term reproduces `smaEnergy`. Such potentials also carry a repulsive pair term. With $E(Z) = BZ - A\sqrt Z$, $B>0$, and the same calibration, the ratio becomes $\bigl(1 - (BZ_b/E_c)\sqrt r\bigr)/(1+\sqrt r)$, which can fall below $\tfrac12$, so with a repulsive term the upper bound $1$ still holds but the lower bound $\tfrac12$ is no longer guaranteed: for any $B>0$ it fails as $r\to1^-$, where the ratio tends to $\tfrac12(1-BZ_b/E_c)$. The vacancy and (110) figures and this last formula are my own arithmetic, and no theorem above states them.
